# Where the magnetization is nonzero, its squared gradient exceeds that of its norm by a spin-rotation term

In a two-component density-functional calculation with a gradient-corrected functional, the functional is commonly given, at each grid point, a number built from first derivatives of the magnetization vector $m$ or of its length. One choice, called canonical here, differentiates the spin density $s=\|m\|$ and squares the result. The other, the Scalmani–Frisch variable, differentiates the vector first and takes the squared norm. Along a line, for differentiable $m$ and at points where $m\neq 0$, the two differ by $s^2\|n'\|^2$, where $n=m/s$ is the local spin direction and a prime means $d/dx$.

## The two gradient variables

```lean
import Mathlib

open Filter Topology

namespace NoncollinearGradient

noncomputable section

variable {E : Type*} [NormedAddCommGroup E] [InnerProductSpace ℝ E]
```

The magnetization takes values in `E`, any real inner product space. The physical case is $\mathbb R^3$. Position is one real coordinate $x$, so every gradient below is a derivative along a line.

```lean
/-- The local spin density `s = ‖m‖` of a magnetization `m` along a line. -/
def spinDensity (m : ℝ → E) (x : ℝ) : ℝ := ‖m x‖
```

This is $s(x)=\|m(x)\|$. The argument `m : ℝ → E` is the whole curve, and `x` is the point of evaluation.

```lean
/-- The local spin direction `n = m / ‖m‖`, meaningful where `m` does not vanish. -/
def spinDirection (m : ℝ → E) (x : ℝ) : E := (spinDensity m x)⁻¹ • m x
```

This is $n(x)=m(x)/s(x)$, a unit vector wherever $m(x)\neq0$. The symbol `•` multiplies a vector by a number.

```lean
/-- The canonical gradient variable `(s')²`, meaningful where `s` is differentiable. -/
def canonicalGamma (m : ℝ → E) (x : ℝ) : ℝ := (deriv (spinDensity m) x) ^ 2
```

This is $(s')^2$. Lean's `deriv` returns zero where no derivative exists, so the value carries physical meaning only where $s$ is differentiable.

```lean
/-- The Scalmani–Frisch gradient variable `‖m'‖²`, for differentiable `m`. -/
def sfGamma (m : ℝ → E) (x : ℝ) : ℝ := ‖deriv m x‖ ^ 2
```

This is $\|m'\|^2$. Only this magnetization–magnetization term of the Scalmani–Frisch scheme is modelled; the charge density and the exchange-correlation functional do not appear.

## Separating change of length from change of direction

```lean
/-- Where the magnetization is differentiable and nonzero, the slope of the spin density is the
projection of `m'` on the local spin direction. -/
theorem hasDerivAt_spinDensity {m : ℝ → E} {m' : E} {x : ℝ}
    (hm : HasDerivAt m m' x) (h0 : m x ≠ 0) :
    HasDerivAt (spinDensity m) (inner ℝ (m x) m' / ‖m x‖) x := by
  have hs : spinDensity m = fun t => √(inner ℝ (m t) (m t)) := by
    funext t
    exact norm_eq_sqrt_real_inner (m t)
  have hne : inner ℝ (m x) (m x) ≠ 0 := inner_self_ne_zero.mpr h0
  rw [hs]
  refine ((hm.inner ℝ hm).sqrt hne).congr_deriv ?_
  rw [← norm_eq_sqrt_real_inner, real_inner_comm (m x) m', ← two_mul]
  exact mul_div_mul_left _ _ two_ne_zero
```

`HasDerivAt f f' x` says that $f$ is differentiable at $x$ with derivative $f'$. The hypotheses are that $m$ has derivative $m'$ at $x$ and that $m(x)\neq0$. By hand, $s=\sqrt{\langle m,m\rangle}$ and the chain rule give
$$s'=\frac{2\langle m,m'\rangle}{2\sqrt{\langle m,m\rangle}}=\frac{\langle m,m'\rangle}{s}.$$
The proof follows this line: `hs` rewrites the norm as a square root, `hne` keeps the radicand away from zero, and the last line cancels the factor 2.

```lean
/-- The derivative of the local spin direction where the magnetization is differentiable and
nonzero. -/
theorem hasDerivAt_spinDirection {m : ℝ → E} {m' : E} {x : ℝ}
    (hm : HasDerivAt m m' x) (h0 : m x ≠ 0) :
    HasDerivAt (spinDirection m)
      (‖m x‖⁻¹ • m' + (-(inner ℝ (m x) m' / ‖m x‖) / ‖m x‖ ^ 2) • m x) x := by
  have hne : spinDensity m x ≠ 0 := norm_ne_zero_iff.mpr h0
  have h : HasDerivAt (fun t => (spinDensity m t)⁻¹)
      (-(inner ℝ (m x) m' / ‖m x‖) / ‖m x‖ ^ 2) x :=
    (hasDerivAt_spinDensity hm h0).inv hne
  exact h.smul hm
```

The product rule applied to $n=s^{-1}m$ gives
$$n'=\frac{m'}{s}-\frac{s'}{s^2}\,m .$$
The Lean statement has the same two terms, with $s'$ written out as $\langle m,m'\rangle/s$. In the proof, `inv` differentiates $s^{-1}$ and `smul` is the product rule.

```lean
/-- Where the magnetization is differentiable and nonzero, the Scalmani–Frisch variable is the
canonical one plus the squared spin density times the squared rate of change of the spin direction.
-/
theorem sfGamma_eq_canonicalGamma_add {m : ℝ → E} {x : ℝ}
    (hm : DifferentiableAt ℝ m x) (h0 : m x ≠ 0) :
    sfGamma m x = canonicalGamma m x
      + spinDensity m x ^ 2 * ‖deriv (spinDirection m) x‖ ^ 2 := by
  have hr : ‖m x‖ ≠ 0 := norm_ne_zero_iff.mpr h0
  -- the square of a linear combination of two vectors
  have key : ∀ (a b : ℝ) (v w : E), ‖a • v + b • w‖ ^ 2
      = a ^ 2 * ‖v‖ ^ 2 + 2 * (a * b * inner ℝ w v) + b ^ 2 * ‖w‖ ^ 2 := by
    intro a b v w
    rw [norm_add_sq_real, norm_smul, norm_smul, real_inner_smul_left,
      real_inner_smul_right, mul_pow, mul_pow, Real.norm_eq_abs, Real.norm_eq_abs,
      sq_abs, sq_abs, real_inner_comm w v]
    ring
  unfold sfGamma canonicalGamma
  rw [(hasDerivAt_spinDensity hm.hasDerivAt h0).deriv,
    (hasDerivAt_spinDirection hm.hasDerivAt h0).deriv, key]
  unfold spinDensity
  field_simp
  ring
```

This is the central identity,
$$\|m'\|^2=(s')^2+s^2\|n'\|^2 .$$
To derive it, square the expression for $n'$ and use $\langle m,m'\rangle=s\,s'$:
$$\|n'\|^2=\frac{\|m'\|^2}{s^2}-\frac{2s'}{s^3}\,s\,s'+\frac{(s')^2}{s^4}\,s^2=\frac{\|m'\|^2-(s')^2}{s^2}.$$
Multiplying by $s^2$ gives the result. In Lean, `key` expands the square of a combination of two vectors, the two preceding theorems supply the derivatives, and `field_simp` and `ring` do the remaining algebra.

```lean
/-- Where the magnetization is differentiable and nonzero, the spin density is differentiable and
the canonical gradient variable is at most the Scalmani–Frisch one. -/
theorem canonicalGamma_le_sfGamma {m : ℝ → E} {x : ℝ}
    (hm : DifferentiableAt ℝ m x) (h0 : m x ≠ 0) :
    DifferentiableAt ℝ (spinDensity m) x ∧ canonicalGamma m x ≤ sfGamma m x := by
  refine ⟨(hasDerivAt_spinDensity hm.hasDerivAt h0).differentiableAt, ?_⟩
  rw [sfGamma_eq_canonicalGamma_add hm h0]
  exact le_add_of_nonneg_right (by positivity)
```

The rotation term is a product of squares and so nonnegative, hence $(s')^2\le\|m'\|^2$. The theorem also states that $s$ is differentiable at $x$, which gives the left side its intended meaning.

## Equality and collinear magnetization

```lean
/-- For a collinear magnetization `g u` with a fixed unit vector `u`, the two gradient variables
agree wherever `g` is differentiable and nonzero. -/
theorem canonicalGamma_eq_sfGamma_of_collinear {g : ℝ → ℝ} {u : E} {x : ℝ}
    (hg : DifferentiableAt ℝ g x) (hu : ‖u‖ = 1) (hx : g x ≠ 0) :
    canonicalGamma (fun t => g t • u) x = sfGamma (fun t => g t • u) x := by
  have hu0 : u ≠ 0 := norm_ne_zero_iff.mp (by rw [hu]; exact one_ne_zero)
  have hm : HasDerivAt (fun t => g t • u) (deriv g x • u) x :=
    hg.hasDerivAt.smul_const u
  unfold canonicalGamma sfGamma
  rw [(hasDerivAt_spinDensity hm (smul_ne_zero hx hu0)).deriv, hm.deriv]
  simp only [real_inner_smul_left, real_inner_smul_right, real_inner_self_eq_norm_sq,
    norm_smul, hu, Real.norm_eq_abs, mul_one, one_pow, div_pow, sq_abs, mul_pow]
  field_simp
```

Let $m=g\,u$ with $u$ a fixed unit vector and $g$ differentiable at the point considered. Then $m'=g'u$ and $s=|g|$, so where $g\neq0$
$$(s')^2=\left(\frac{g\,g'}{|g|}\right)^2=(g')^2=\|m'\|^2 .$$
The proof inserts $m'=g'u$ into the formula for $s'$ and simplifies, using $\|u\|=1$. The condition $g\neq0$ leaves out the nodes of a collinear magnetization that changes sign, as between antiparallel moments. Where $g=0$ and $g'\neq0$, $s=|g|$ has a kink and $(s')^2$ is undefined, while $\|m'\|^2=(g')^2$ still holds.

```lean
/-- For a nowhere vanishing differentiable magnetization, the two gradient variables
agree everywhere exactly when the magnetization is collinear. -/
theorem canonicalGamma_eq_sfGamma_iff_collinear {m : ℝ → E}
    (hm : Differentiable ℝ m) (h0 : ∀ x, m x ≠ 0) :
    (∀ x, canonicalGamma m x = sfGamma m x) ↔
      ∃ (u : E) (g : ℝ → ℝ), ‖u‖ = 1 ∧ ∀ x, m x = g x • u := by
  constructor
  · intro h
    -- equality forces the spin direction to be constant
    have hd : ∀ x, deriv (spinDirection m) x = 0 := by
      intro x
      have h1 := sfGamma_eq_canonicalGamma_add (hm x) (h0 x)
      have h2 : spinDensity m x ^ 2 * ‖deriv (spinDirection m) x‖ ^ 2 = 0 := by
        linarith [h x]
      have h3 : spinDensity m x ^ 2 ≠ 0 := pow_ne_zero 2 (norm_ne_zero_iff.mpr (h0 x))
      exact norm_eq_zero.mp (pow_eq_zero_iff two_ne_zero |>.mp
        ((mul_eq_zero.mp h2).resolve_left h3))
    have hdiff : Differentiable ℝ (spinDirection m) := fun x =>
      (hasDerivAt_spinDirection (hm x).hasDerivAt (h0 x)).differentiableAt
    refine ⟨spinDirection m 0, spinDensity m, ?_, fun x => ?_⟩
    · unfold spinDirection spinDensity
      rw [norm_smul, norm_inv, norm_norm]
      exact inv_mul_cancel₀ (norm_ne_zero_iff.mpr (h0 0))
    · rw [is_const_of_deriv_eq_zero hdiff hd 0 x]
      exact (smul_inv_smul₀ (norm_ne_zero_iff.mpr (h0 x)) (m x)).symm
  · rintro ⟨u, g, hu, h⟩ x
    -- the amplitude is the projection of `m` on `u`, hence differentiable
    have hg : g = fun t => inner ℝ u (m t) := by
      funext t
      rw [h t, real_inner_smul_right, real_inner_self_eq_norm_sq, hu, one_pow, mul_one]
    have hgd : DifferentiableAt ℝ g x := by
      rw [hg]
      exact (differentiableAt_const u).inner ℝ (hm x)
    have hgx : g x ≠ 0 := fun hz => h0 x (by rw [h x, hz, zero_smul])
    have hmf : m = fun t => g t • u := funext h
    rw [hmf]
    exact canonicalGamma_eq_sfGamma_of_collinear hgd hu hgx
```

For a differentiable magnetization that vanishes nowhere on the line, the two variables agree at every $x$ if and only if $m(x)=g(x)u$ for some fixed unit vector $u$ and real function $g$.

Suppose first that they agree everywhere. The central identity leaves $s^2\|n'\|^2=0$, and since $s\neq0$, $n'=0$ at every point. A function on the whole line with zero derivative is constant, which is the step `is_const_of_deriv_eq_zero`. So $u=n(0)$ and $g=s$ will do.

For the converse, $g$ is not assumed differentiable. Taking the inner product with $u$ gives $g=\langle u,m\rangle$, which is differentiable because $m$ is. Also $g(x)\neq0$ because $m(x)\neq0$, so the preceding theorem applies.

## A field that nearly vanishes at the origin

```lean
/-- The magnetization `(d, 0, x)`: a constant transverse component `d` and a
longitudinal component that changes sign at the origin. -/
def tiltedField (d x : ℝ) : EuclideanSpace ℝ (Fin 3) := !₂[d, 0, x]
```

This is $m(x)=(d,0,x)$. The type `EuclideanSpace ℝ (Fin 3)` is $\mathbb R^3$ with its usual norm. For small $d>0$ the spin turns from nearly $-z$ to nearly $+z$ as $x$ passes through the origin.

```lean
/-- For `(d, 0, x)` the Scalmani–Frisch variable equals one for every `d` and `x`. -/
theorem sfGamma_tiltedField (d x : ℝ) : sfGamma (tiltedField d) x = 1 := by
  have hf : tiltedField d = fun t => !₂[d, 0, 0] + t • !₂[(0 : ℝ), 0, 1] := by
    funext t
    ext i
    fin_cases i <;> simp [tiltedField]
  have h : HasDerivAt (tiltedField d) ((1 : ℝ) • !₂[(0 : ℝ), 0, 1]) x := by
    rw [hf]
    exact ((hasDerivAt_id' x).smul_const _).const_add _
  unfold sfGamma
  rw [h.deriv]
  simp [EuclideanSpace.norm_eq, Fin.sum_univ_three]
```

Here $m'=(0,0,1)$, so $\|m'\|^2=1$ for all real $d$ and $x$. The proof writes the field as $(d,0,0)+t\,(0,0,1)$ and differentiates in $t$.

```lean
/-- For `(d, 0, x)` with `d > 0` the spin density has slope `x / √(d² + x²)`. -/
theorem hasDerivAt_spinDensity_tiltedField {d : ℝ} (hd : 0 < d) (x : ℝ) :
    HasDerivAt (spinDensity (tiltedField d)) (x / √(d ^ 2 + x ^ 2)) x := by
  have hs : spinDensity (tiltedField d) = fun t => √(d ^ 2 + t ^ 2) := by
    funext t
    simp [spinDensity, tiltedField, EuclideanSpace.norm_eq, Fin.sum_univ_three]
  have h : HasDerivAt (fun t : ℝ => d ^ 2 + t ^ 2) (2 * x) x := by
    simpa using (hasDerivAt_pow 2 x).const_add (d ^ 2)
  have hne : d ^ 2 + x ^ 2 ≠ 0 := by positivity
  rw [hs]
  exact (h.sqrt hne).congr_deriv (mul_div_mul_left _ _ two_ne_zero)
```

For $d>0$, $s=\sqrt{d^2+x^2}$, and therefore $s'=x/\sqrt{d^2+x^2}$. Positive $d$ keeps the radicand nonzero even at $x=0$.

```lean
/-- For `(d, 0, x)` with `d > 0` the canonical variable is `x² / (d² + x²)`, and the
second derivative of the spin density at the origin is `1 / d`. -/
theorem canonical_tiltedField {d : ℝ} (hd : 0 < d) :
    (∀ x, canonicalGamma (tiltedField d) x = x ^ 2 / (d ^ 2 + x ^ 2)) ∧
      HasDerivAt (deriv (spinDensity (tiltedField d))) (1 / d) 0 := by
  constructor
  · intro x
    unfold canonicalGamma
    rw [(hasDerivAt_spinDensity_tiltedField hd x).deriv, div_pow,
      Real.sq_sqrt (by positivity)]
  · have hs : deriv (spinDensity (tiltedField d)) = fun x => x / √(d ^ 2 + x ^ 2) :=
      funext fun x => (hasDerivAt_spinDensity_tiltedField hd x).deriv
    have hv : √(d ^ 2 + (0 : ℝ) ^ 2) = d := by
      rw [zero_pow two_ne_zero, add_zero, Real.sqrt_sq hd.le]
    have h : HasDerivAt (fun t : ℝ => d ^ 2 + t ^ 2) 0 0 := by
      simpa using (hasDerivAt_pow 2 (0 : ℝ)).const_add (d ^ 2)
    have hne : d ^ 2 + (0 : ℝ) ^ 2 ≠ 0 := by positivity
    have hq : √(d ^ 2 + (0 : ℝ) ^ 2) ≠ 0 := by rw [hv]; exact hd.ne'
    rw [hs]
    refine ((hasDerivAt_id' (0 : ℝ)).fun_div (h.sqrt hne) hq).congr_deriv ?_
    rw [hv]
    simp only [zero_mul, sub_zero, one_mul]
    field_simp
```

Squaring the slope gives $(s')^2=x^2/(d^2+x^2)$. The quotient rule gives
$$s''(x)=\frac{\sqrt{d^2+x^2}-x^2/\sqrt{d^2+x^2}}{d^2+x^2},\qquad s''(0)=\frac{d}{d^2}=\frac1d .$$
The second half of the statement is about the function `deriv (spinDensity (tiltedField d))`, so its derivative at zero is $s''(0)$. The proof first replaces that function by its closed form, then applies the quotient rule at the origin.

```lean
/-- For `(d, 0, x)` the second derivative of the spin density at the origin grows
without bound as `d` tends to zero from above. -/
theorem tendsto_second_deriv_tiltedField :
    Tendsto (fun d => deriv (deriv (spinDensity (tiltedField d))) 0)
      (𝓝[>] (0 : ℝ)) atTop := by
  refine Tendsto.congr' ?_ (tendsto_inv_nhdsGT_zero (𝕜 := ℝ))
  filter_upwards [self_mem_nhdsWithin] with d hd
  rw [(canonical_tiltedField hd).2.deriv, one_div]

end

end NoncollinearGradient
```

In words, $s''(0)\to+\infty$ as $d\to0^+$. The filter `𝓝[>] (0 : ℝ)` means approach from above, and `atTop` means growth without bound. The proof replaces the second derivative by $1/d$ for positive $d$ and uses the known limit of the reciprocal.

The canonical variable itself stays below 1; it is the curvature of $s$ that diverges, while the Scalmani–Frisch variable remains constant. This bears on noncollinear gradient-corrected calculations because their potentials, when written out explicitly, contain second derivatives of the density variables, though the example is a prescribed field on a line and not a self-consistent solution.

```lean
#print axioms NoncollinearGradient.hasDerivAt_spinDirection
#print axioms NoncollinearGradient.canonicalGamma_eq_sfGamma_iff_collinear
#print axioms NoncollinearGradient.sfGamma_tiltedField
#print axioms NoncollinearGradient.tendsto_second_deriv_tiltedField
```

```
'NoncollinearGradient.hasDerivAt_spinDirection' depends on axioms: [propext, Classical.choice, Quot.sound]
'NoncollinearGradient.canonicalGamma_eq_sfGamma_iff_collinear' depends on axioms: [propext, Classical.choice, Quot.sound]
'NoncollinearGradient.sfGamma_tiltedField' depends on axioms: [propext, Classical.choice, Quot.sound]
'NoncollinearGradient.tendsto_second_deriv_tiltedField' depends on axioms: [propext, Classical.choice, Quot.sound]
```
